# Central differences underestimate a nonzero Zeeman slope of two coupled states with equal and opposite shifts

For \(0<|c|<1\), let \(E(x)=-\sqrt{1+2cx+x^2}\) be the lower level, in reduced units, of a doublet of two coupled states that a field \(x\) shifts by equal and opposite amounts, and let \(q(x)=(E(x)-E(-x))/(2x)\) be its central difference. Then every step \(x\ne0\) gives

\[
0<r(x)<1,\qquad r(x)=\frac{q(x)}{E'(0)},\qquad
\lim_{x\to0}\frac{r(x)-1}{x^2}=-\frac{1-c^2}{2}.
\]

For a level with a fixed nonzero magnetic quantum number, the slope is proportional to the g factor, and the conversion constant cancels in \(r\). When a g factor is computed by this central difference, the result fixes the sign of the relative step error for a doublet of this two-state form.

## Two states shifted oppositely by the field

The Hamiltonian has diagonal entries \(\pm(c+x)\) and coupling \(\sqrt{1-c^2}\). Energies are in units of half the zero-field splitting, which must therefore be nonzero. In these units \(x\) is the Zeeman shift of the first basis state, and \(c\) is its zero-field energy before coupling.

```lean
import Mathlib

open Filter Topology

namespace DoubletFiniteField

noncomputable section

/-- Hamiltonian of two coupled states in a static field, in units of half the zero-field
splitting: the field `x` shifts the two states oppositely, and `c` fixes their zero-field mixing
(domain `|c| ≤ 1`). -/
def doubletH (c x : ℝ) : Matrix (Fin 2) (Fin 2) ℝ :=
  !![c + x, Real.sqrt (1 - c ^ 2); Real.sqrt (1 - c ^ 2), -(c + x)]

/-- Energy of the lower level of the doublet at field `x` (domain `|c| ≤ 1`). -/
def lowerLevel (c x : ℝ) : ℝ := -Real.sqrt (1 + 2 * c * x + x ^ 2)

/-- Central finite-field difference quotient of a level `E` with field step `x ≠ 0`. -/
def centralDiff (E : ℝ → ℝ) (x : ℝ) : ℝ := (E x - E (-x)) / (2 * x)

/-- Finite-field slope of the lower level divided by its exact zero-field slope (domain
`0 < |c| ≤ 1`, `x ≠ 0`). -/
def gRatio (c x : ℝ) : ℝ := centralDiff (lowerLevel c) x / deriv (lowerLevel c) 0
```

Here `lowerLevel c` is \(E\), `centralDiff` forms \(q\) from any level function, and `gRatio c x` is \(r(x)\), with Mathlib's derivative in the denominator. Energies are exact real numbers, without rounding or convergence error.

The opposite shifts matter. A common shift \(sx\) of both states adds \(s\) to \(q\) and to \(E'(0)\), so the ratio becomes \((s-cr)/(s-c)\), which exceeds 1 when \(0<c<s\). Diamagnetic terms and further states are also left out.

## Coupling between the states: \(|c|<1\)

Physically, \(|c|<1\) means that the coupling is nonzero, so the levels avoid crossing. By hand, it first gives

\[
1+2cx+x^2=(x+c)^2+(1-c^2)>0,
\]

so \(E(x)<0\) at every field. The characteristic equation is \(e^2-(c+x)^2-(1-c^2)=0\), with roots \(e=\pm E(x)\).

```lean
/-- For `|c| < 1` the lower level is negative at every field, and its square is
`1 + 2cx + x²`. -/
theorem lowerLevel_neg_and_sq {c : ℝ} (hc : |c| < 1) (x : ℝ) :
    lowerLevel c x < 0 ∧ lowerLevel c x ^ 2 = 1 + 2 * c * x + x ^ 2 := by
  have hc2 := (sq_lt_one_iff_abs_lt_one c).2 hc
  have hpos : 0 < 1 + 2 * c * x + x ^ 2 := by nlinarith [sq_nonneg (x + c)]
  constructor
  · exact neg_lt_zero.2 (Real.sqrt_pos.2 hpos)
  · rw [lowerLevel, neg_sq, Real.sq_sqrt hpos.le]

/-- For `|c| < 1` the eigenvalues of the doublet Hamiltonian are exactly the lower level and
its negative. -/
theorem doublet_levels {c : ℝ} (hc : |c| < 1) (x e : ℝ) :
    (doubletH c x - e • (1 : Matrix (Fin 2) (Fin 2) ℝ)).det = 0 ↔
      e = lowerLevel c x ∨ e = -lowerLevel c x := by
  have hc2 := (sq_lt_one_iff_abs_lt_one c).2 hc
  have hs : Real.sqrt (1 - c ^ 2) ^ 2 = 1 - c ^ 2 := Real.sq_sqrt (by linarith)
  have hdet : (doubletH c x - e • (1 : Matrix (Fin 2) (Fin 2) ℝ)).det
      = e ^ 2 - lowerLevel c x ^ 2 := by
    rw [(lowerLevel_neg_and_sq hc x).2, Matrix.det_fin_two]
    simp [doubletH]
    linear_combination -hs
  rw [hdet, sub_eq_zero, sq_eq_sq_iff_eq_or_eq_neg]
```

`doublet_levels` expands the determinant and factors the difference of squares, which ties the formula for \(E\) to the matrix.

Differentiation gives \(E'(x)=-(c+x)/\sqrt{1+2cx+x^2}\), hence \(E'(0)=-c\). This step needs no condition on \(c\), because the root equals 1 at \(x=0\).

```lean
/-- The exact zero-field slope of the lower level is `-c`. -/
theorem hasDerivAt_lowerLevel (c : ℝ) : HasDerivAt (lowerLevel c) (-c) 0 := by
  have h1 : HasDerivAt (fun x : ℝ => 1 + 2 * c * x) (2 * c) 0 :=
    (((hasDerivAt_id' (0 : ℝ)).const_mul (2 * c)).const_add 1).congr_deriv (by ring)
  have h2 : HasDerivAt (fun x : ℝ => 1 + 2 * c * x + x ^ 2) (2 * c) 0 :=
    (h1.fun_add (hasDerivAt_pow 2 (0 : ℝ))).congr_deriv (by norm_num)
  exact (h2.sqrt (by norm_num)).fun_neg.congr_deriv (by norm_num)
```

Write \(L(x)=-E(x)=|E(x)|\). The second use of \(|c|<1\) is the comparison with the zero-field tangent at any \(x\ne0\):

\[
L(x)^2-(1+cx)^2=(1-c^2)x^2>0,\qquad\text{so}\qquad L(x)>|1+cx|.
\]

In the proof, `hgap` is the positivity of the right-hand side, and `nlinarith` passes from squares to magnitudes.

```lean
/-- For `|c| < 1` and nonzero field, the magnitude of the lower level exceeds that of its
linear Zeeman approximation `-(1 + cx)`. -/
theorem linear_zeeman_lt {c x : ℝ} (hc : |c| < 1) (hx : x ≠ 0) :
    |1 + c * x| < -lowerLevel c x := by
  have hc2 := (sq_lt_one_iff_abs_lt_one c).2 hc
  obtain ⟨hn, hsq⟩ := lowerLevel_neg_and_sq hc x
  have hgap : 0 < (1 - c ^ 2) * x ^ 2 := mul_pos (by linarith) (by positivity)
  have hlt : (1 + c * x) ^ 2 < lowerLevel c x ^ 2 := by rw [hsq]; linarith
  exact abs_lt.2 ⟨by nlinarith, by nlinarith⟩
```

The same inequality settles the one-sided difference. Since \(E(0)=-1\), every \(x>0\) gives \((E(x)-E(0))/x=(1-L(x))/x<-c\), so for \(c>0\) a forward difference overestimates the magnitude of the slope. That consequence is derived only here, not in the Lean file.

## A slope to compare with: \(c\ne0\)

Since \(E'(0)=-c\), this condition says that the level has a linear Zeeman effect. By hand, it permits the division by \(-c\). From \(L(x)^2-L(-x)^2=4cx\),

\[
q(x)=-\frac{L(x)-L(-x)}{2x}=-\frac{2c}{L(x)+L(-x)},\qquad
r(x)=\frac{2}{L(x)+L(-x)}.
\]

The proof cross-multiplies and subtracts the two squared-level identities; `h0` and `hx` make the denominator \(2x\cdot(-c)\) nonzero.

```lean
/-- For `0 < |c| < 1` and `x ≠ 0`, the ratio of finite-field to exact slope is two divided by
the sum of the level's magnitudes at the fields `x` and `-x`. -/
theorem gRatio_eq {c x : ℝ} (h0 : c ≠ 0) (hc : |c| < 1) (hx : x ≠ 0) :
    gRatio c x = 2 / (-lowerLevel c x - lowerLevel c (-x)) := by
  obtain ⟨n1, s1⟩ := lowerLevel_neg_and_sq hc x
  obtain ⟨n2, s2⟩ := lowerLevel_neg_and_sq hc (-x)
  have hD : 0 < -lowerLevel c x - lowerLevel c (-x) := by linarith
  rw [gRatio, (hasDerivAt_lowerLevel c).deriv, centralDiff, div_div,
    div_eq_div_iff (mul_ne_zero (mul_ne_zero two_ne_zero hx) (neg_ne_zero.2 h0)) hD.ne']
  linear_combination s2 - s1
```

At \(c=0\) the level is even in the field, so \(q\) and \(E'(0)\) both vanish and there is nothing to underestimate. Lean evaluates \(0/0\) as 0, so the bound \(0<r\) would be false there.

## A nonzero field step: \(x\ne0\)

A central difference needs two distinct fields. The step may have either sign, since \(q(-x)=q(x)\). Besides permitting division by \(x\), the condition makes the tangent inequality strict. Applied at \(x\) and \(-x\), that inequality gives \(L(x)+L(-x)>(1+cx)+(1-cx)=2\), so \(0<r(x)<1\).

For the size of the error, factor the tangent identity:

\[
L(x)-(1+cx)=\frac{(1-c^2)x^2}{L(x)+1+cx}.
\]

Adding the same formula at \(-x\) and using \(r-1=(2-L(x)-L(-x))/(L(x)+L(-x))\) gives

\[
\frac{r(x)-1}{x^2}=-\frac{1-c^2}{L(x)+L(-x)}\left[\frac1{L(x)+1+cx}+\frac1{L(-x)+1-cx}\right].
\]

```lean
/-- Exact relative error of the finite-field slope, divided by the squared field step, for
`0 < |c| < 1` and `x ≠ 0`. -/
theorem gRatio_error {c x : ℝ} (h0 : c ≠ 0) (hc : |c| < 1) (hx : x ≠ 0) :
    (gRatio c x - 1) / x ^ 2 =
      -(1 - c ^ 2) * ((1 + c * x - lowerLevel c x)⁻¹ + (1 - c * x - lowerLevel c (-x))⁻¹)
        / (-lowerLevel c x - lowerLevel c (-x)) := by
  obtain ⟨n1, s1⟩ := lowerLevel_neg_and_sq hc x
  obtain ⟨n2, s2⟩ := lowerLevel_neg_and_sq hc (-x)
  have t1 := (abs_lt.1 (linear_zeeman_lt hc hx)).1
  have t2 := (abs_lt.1 (linear_zeeman_lt hc (neg_ne_zero.2 hx))).1
  have hp : 0 < 1 + c * x - lowerLevel c x := by linarith
  have hr : 0 < 1 - c * x - lowerLevel c (-x) := by linarith
  have hD : 0 < -lowerLevel c x - lowerLevel c (-x) := by linarith
  -- each inverse measures the departure of the level from its tangent
  have i1 : (1 - c ^ 2) * (1 + c * x - lowerLevel c x)⁻¹ * x ^ 2
      = -lowerLevel c x - (1 + c * x) := by
    rw [← div_eq_mul_inv, div_mul_eq_mul_div, div_eq_iff hp.ne']
    linear_combination -s1
  have i2 : (1 - c ^ 2) * (1 - c * x - lowerLevel c (-x))⁻¹ * x ^ 2
      = -lowerLevel c (-x) - (1 - c * x) := by
    rw [← div_eq_mul_inv, div_mul_eq_mul_div, div_eq_iff hr.ne']
    linear_combination -s2
  rw [gRatio_eq h0 hc hx, div_sub_one hD.ne', div_div,
    div_eq_div_iff (mul_ne_zero hD.ne' (pow_ne_zero 2 hx)) hD.ne']
  linear_combination (-lowerLevel c x - lowerLevel c (-x)) * (i1 + i2)
```

Here `i1` and `i2` are the two factored identities. As \(x\to0\), all three denominators tend to 2, so the limit is \(-(1-c^2)(\tfrac12+\tfrac12)/2=-(1-c^2)/2\).

The main theorem has the same two parts. Its filter `𝓝[≠] 0` lets \(x\) approach zero from both sides without reaching it; the proof takes the limit of the exact formula by continuity and transfers it to the error quotient with `congr'`.

```lean
/-- For `0 < |c| < 1`, the ratio of finite-field to exact slope lies strictly between 0 and 1 at
every nonzero field step, and its deviation from 1 is `-(1 - c²)x²/2` to leading order. -/
theorem central_difference_underestimates {c : ℝ} (h0 : c ≠ 0) (hc : |c| < 1) :
    (∀ x : ℝ, x ≠ 0 → 0 < gRatio c x ∧ gRatio c x < 1) ∧
      Tendsto (fun x => (gRatio c x - 1) / x ^ 2) (𝓝[≠] 0) (𝓝 (-(1 - c ^ 2) / 2)) := by
  constructor
  · intro x hx
    have t1 := (abs_lt.1 (linear_zeeman_lt hc hx)).2
    have t2 := (abs_lt.1 (linear_zeeman_lt hc (neg_ne_zero.2 hx))).2
    have hD : 2 < -lowerLevel c x - lowerLevel c (-x) := by linarith
    have hD0 : 0 < -lowerLevel c x - lowerLevel c (-x) := by linarith
    rw [gRatio_eq h0 hc hx]
    exact ⟨div_pos two_pos hD0, (div_lt_one hD0).2 hD⟩
  · -- every denominator in the exact error formula tends to 2
    have c1 : Continuous (fun x => 1 + c * x - lowerLevel c x) := by
      unfold lowerLevel; fun_prop
    have c2 : Continuous (fun x => 1 - c * x - lowerLevel c (-x)) := by
      unfold lowerLevel; fun_prop
    have c3 : Continuous (fun x => -lowerLevel c x - lowerLevel c (-x)) := by
      unfold lowerLevel; fun_prop
    have l1 := c1.tendsto' 0 2 (by norm_num [lowerLevel])
    have l2 := c2.tendsto' 0 2 (by norm_num [lowerLevel])
    have l3 := c3.tendsto' 0 2 (by norm_num [lowerLevel])
    have h := (((l1.inv₀ two_ne_zero).add (l2.inv₀ two_ne_zero)).const_mul
      (-(1 - c ^ 2))).div l3 two_ne_zero
    have hv : -(1 - c ^ 2) * ((2 : ℝ)⁻¹ + 2⁻¹) / 2 = -(1 - c ^ 2) / 2 := by ring
    rw [hv] at h
    refine (h.mono_left nhdsWithin_le_nhds).congr' ?_
    filter_upwards [self_mem_nhdsWithin] with x hx
    exact (gRatio_error h0 hc hx).symm
```

The word "underestimates" refers to magnitude. Writing it as \(q(x)<E'(0)\) gets the sign wrong for \(c>0\): both slopes are then negative, and \(q(x)>E'(0)\). The next theorem uses absolute values.

```lean
/-- For `0 < |c| < 1` and any nonzero field step, the finite-field slope is strictly smaller in
magnitude than the exact zero-field slope. -/
theorem abs_centralDiff_lt {c x : ℝ} (h0 : c ≠ 0) (hc : |c| < 1) (hx : x ≠ 0) :
    |centralDiff (lowerLevel c) x| < |deriv (lowerLevel c) 0| := by
  obtain ⟨hpos, hlt⟩ := (central_difference_underestimates h0 hc).1 x hx
  have hd : deriv (lowerLevel c) 0 ≠ 0 := by
    rw [(hasDerivAt_lowerLevel c).deriv]
    exact neg_ne_zero.2 h0
  have h : |gRatio c x| < 1 := abs_lt.2 ⟨by linarith, hlt⟩
  rw [gRatio, abs_div] at h
  exact (div_lt_one (abs_pos.2 hd)).1 h
```

## Ordered positive steps: \(0<x<y\)

With this ordering, the larger step gives the larger underestimate. Let \(P(x)=E(x)E(-x)>0\) and \(d=y^2-x^2>0\). Then \(P(x)^2=(1+x^2)^2-4c^2x^2\), and

\[
(P(y)+d)^2-P(x)^2=2d\,\bigl[P(y)+y^2+1-2c^2\bigr].
\]

The bracket is positive because \(P(y)^2-(y^2+1-2c^2)^2=4c^2(1-c^2)>0\). Hence \(P(x)<P(y)+d\). Since \((L(x)+L(-x))^2=2+2x^2+2P(x)\), the sum of magnitudes is larger at \(y\), and \(r(y)<r(x)\).

```lean
/-- For `0 < |c| < 1`, a larger positive field step gives a strictly smaller ratio of
finite-field to exact slope. -/
theorem gRatio_strictAnti {c x y : ℝ} (h0 : c ≠ 0) (hc : |c| < 1) (hx : 0 < x) (hxy : x < y) :
    gRatio c y < gRatio c x := by
  have hc2 := (sq_lt_one_iff_abs_lt_one c).2 hc
  obtain ⟨n1, s1⟩ := lowerLevel_neg_and_sq hc x
  obtain ⟨n2, s2⟩ := lowerLevel_neg_and_sq hc (-x)
  obtain ⟨n3, s3⟩ := lowerLevel_neg_and_sq hc y
  obtain ⟨n4, s4⟩ := lowerLevel_neg_and_sq hc (-y)
  rw [gRatio_eq h0 hc hx.ne', gRatio_eq h0 hc (hx.trans hxy).ne']
  generalize lowerLevel c x = a at *
  generalize lowerLevel c (-x) = b at *
  generalize lowerLevel c y = p at *
  generalize lowerLevel c (-y) = q at *
  have hd : 0 < y ^ 2 - x ^ 2 := by nlinarith
  have hpq : 0 < p * q := mul_pos_of_neg_of_neg n3 n4
  have e1 : (a * b) ^ 2 = (1 + x ^ 2) ^ 2 - 4 * c ^ 2 * x ^ 2 := by
    rw [mul_pow, s1, s2]; ring
  have e2 : (p * q) ^ 2 = (1 + y ^ 2) ^ 2 - 4 * c ^ 2 * y ^ 2 := by
    rw [mul_pow, s3, s4]; ring
  have hm : 0 < c ^ 2 * (1 - c ^ 2) := mul_pos (by positivity) (by linarith)
  have hw : 0 < p * q + (y ^ 2 + 1 - 2 * c ^ 2) := by
    have : (y ^ 2 + 1 - 2 * c ^ 2) ^ 2 < (p * q) ^ 2 := by rw [e2]; linarith
    nlinarith
  -- compare the products of the levels, then the sums
  have hprod : a * b < y ^ 2 - x ^ 2 + p * q := by
    refine lt_of_pow_lt_pow_left₀ 2 (by linarith) ?_
    linarith [mul_pos hd hw]
  have hsum : -a - b < -p - q := by
    refine lt_of_pow_lt_pow_left₀ 2 (by linarith) ?_
    linarith
  exact div_lt_div_of_pos_left two_pos (by linarith) hsum
```

In the code, `hw` is the positive bracket, `hprod` compares the products and `hsum` the sums. The ordering must be by magnitude: \(r\) is even, so \(x=-y\) would give equal ratios.

## Uncoupled states at \(c=1\)

Without coupling the level can be a straight line over the whole step. For \(c=1\) and \(0<|x|<1\), \(E(\pm x)=-(1\pm x)\), so \(q(x)=-1=E'(0)\) and \(r(x)=1\). The strict bound \(r<1\) therefore does not extend to all \(|c|\le1\).

```lean
/-- At `c = 1` the finite-field slope equals the exact slope for every step with
`0 < |x| < 1`. -/
theorem gRatio_uncoupled {x : ℝ} (hx : x ≠ 0) (hx1 : |x| < 1) : gRatio 1 x = 1 := by
  obtain ⟨hl, hr⟩ := abs_lt.1 hx1
  have hE : ∀ y : ℝ, -1 < y → lowerLevel 1 y = -(1 + y) := by
    intro y hy
    rw [lowerLevel, show 1 + 2 * 1 * y + y ^ 2 = (1 + y) ^ 2 by ring,
      Real.sqrt_sq (by linarith)]
  rw [gRatio, (hasDerivAt_lowerLevel 1).deriv, centralDiff, hE x hl, hE (-x) (by linarith),
    div_div, div_eq_one_iff_eq (mul_ne_zero (mul_ne_zero two_ne_zero hx) (by norm_num))]
  ring

end

end DoubletFiniteField
```

```lean
#print axioms DoubletFiniteField.central_difference_underestimates
#print axioms DoubletFiniteField.abs_centralDiff_lt
#print axioms DoubletFiniteField.gRatio_strictAnti
#print axioms DoubletFiniteField.gRatio_uncoupled
```

```
'DoubletFiniteField.central_difference_underestimates' depends on axioms: [propext, Classical.choice, Quot.sound]
'DoubletFiniteField.abs_centralDiff_lt' depends on axioms: [propext, Classical.choice, Quot.sound]
'DoubletFiniteField.gRatio_strictAnti' depends on axioms: [propext, Classical.choice, Quot.sound]
'DoubletFiniteField.gRatio_uncoupled' depends on axioms: [propext, Classical.choice, Quot.sound]
```
